# Unique Donnan equilibrium of an ideal 1:1 salt and its osmotic excess

Let a gel with fixed-charge concentration $X>0$ exchange an ideal 1:1 salt with a reservoir of concentration $c>0$. Exactly one pair of counter-ion and co-ion concentrations $p,n>0$ satisfies

$$pn=c^2,\qquad p=n+X.$$

For this pair $n<c^2/X$, and the osmotic excess is

$$\Pi=p+n-2c=\sqrt{X^2+4c^2}-2c,\qquad 0<\Pi<X.$$

## Ion exchange and electroneutrality

The condition $pn=c^2$ equates the chemical potential of the salt in the gel and the reservoir, with activity coefficients set to one. The condition $p=n+X$ is electroneutrality, appropriate for a gel much larger than the screening length. If $p$ counts cations, the fixed charges are negative and $X$ is the magnitude of their charge concentration.

With number concentrations, $\Pi$ is the ideal ionic osmotic pressure difference divided by $k_BT$. For simulations of charged gels in contact with a salt reservoir, these formulas give the ideal reference with uniformly distributed ions. It leaves out the accumulation of counter-ions near the charged chains, ion correlations and excluded volume.

## The equilibrium in Lean

`IsDonnan X c p n` collects the two positivity conditions, mass action and neutrality for real numbers; units are not tracked. `osmoticExcess c p n` is $\Pi$.

In `donnan_equilibrium`, `∃!` ranges over pairs `q : ℝ × ℝ`, with `q.1` as $p$ and `q.2` as $n$. The second part states the bounds and the formula for every pair satisfying `IsDonnan`. The hypotheses are $X>0$ and $c>0$. The closed formulas in `isDonnan_iff` and the potential in `donnan_potential` need only $c>0$; for negative $X$, the roles of counter-ion and co-ion are exchanged.

The model covers one monovalent salt and a prescribed, uniform $X$. Gel elasticity, swelling and charge regulation are absent.

## Concentrations from their sum and difference

Since $p-n=X$,

$$(p+n)^2=(p-n)^2+4pn=X^2+4c^2.$$

The sum is positive, so $p+n=S$ with $S=\sqrt{X^2+4c^2}$. Hence

$$p=\frac{S+X}{2},\qquad n=\frac{S-X}{2}.$$

Conversely, $S>|X|$ makes both expressions positive. Their difference is $X$, and their product is $(S^2-X^2)/4=c^2$. This proves existence and uniqueness, and subtracting $2c$ from $S$ gives $\Pi$.

## Co-ion exclusion

Inserting neutrality into mass action gives $n^2+nX=c^2$, so

$$n=\frac{c^2}{X}-\frac{n^2}{X}<\frac{c^2}{X}.$$

Using this upper bound in the term $n^2/X$ yields

$$\frac{c^2}{X}-\frac{c^4}{X^3}<n<\frac{c^2}{X}.$$

At low salt, $c\ll X$, the co-ion concentration is therefore $c^2/X$ up to a relative error below $c^2/X^2$.

## Bounds on the osmotic excess

From $(p+n)^2=X^2+4c^2>(2c)^2$ follows $\Pi>0$. Also $n^2<n(n+X)=c^2$, so $n<c$ and

$$\Pi=X+2(n-c)<X.$$

The same expression with $n>0$ gives $\Pi>X-2c$. Squaring $\Pi+2c=S$ gives $\Pi^2+4c\Pi=X^2$, hence $\Pi<X^2/(4c)$. The lower bound is informative at low salt, the upper one at high salt.

## The Donnan potential

Let $p$ count the cations and $n$ the anions, so that $X>0$ means negative fixed charges. Let $\varphi$ be the gel's electrostatic potential relative to the reservoir, in units of $k_BT/e$ with $e$ the elementary charge, and set $p=c\exp(-\varphi)$, $n=c\exp(\varphi)$. Positivity and mass action then hold automatically. Neutrality becomes

$$c(e^{-\varphi}-e^{\varphi})=2c\sinh(-\varphi)=X,$$

which is equivalent to $\varphi=-\operatorname{arsinh}(X/(2c))$.

## The complete Lean file

```lean
import Mathlib

namespace DonnanEquilibrium

noncomputable section

/-- Donnan equilibrium of a 1:1 salt: a phase with fixed charge `X` holds counter-ions `p` and
co-ions `n`, in ideal exchange with a reservoir of salt concentration `c`. -/
structure IsDonnan (X c p n : ℝ) : Prop where
  p_pos : 0 < p
  n_pos : 0 < n
  mass_action : p * n = c ^ 2
  neutral : p = n + X

/-- The excess of mobile ions over the reservoir, which is the ideal osmotic pressure difference
in units of the thermal energy. -/
def osmoticExcess (c p n : ℝ) : ℝ := p + n - 2 * c

/-- The square of the total mobile ion concentration is `X² + 4c²`. -/
theorem total_sq {X c p n : ℝ} (h : IsDonnan X c p n) :
    (p + n) ^ 2 = X ^ 2 + 4 * c ^ 2 := by
  linear_combination (p - n + X) * h.neutral + 4 * h.mass_action

/-- The equilibrium conditions hold exactly for the closed-form ion concentrations, whatever the
sign of the fixed charge. -/
theorem isDonnan_iff {X c p n : ℝ} (hc : 0 < c) :
    IsDonnan X c p n ↔
      p = (√(X ^ 2 + 4 * c ^ 2) + X) / 2 ∧ n = (√(X ^ 2 + 4 * c ^ 2) - X) / 2 := by
  constructor
  · intro h
    have hp := h.p_pos
    have hn := h.n_pos
    have he := h.neutral
    -- the square root is the total ion concentration
    have hs : √(X ^ 2 + 4 * c ^ 2) = p + n := by
      rw [← total_sq h, Real.sqrt_sq (by linarith)]
    rw [hs]
    constructor <;> linarith
  · rintro ⟨hp, hn⟩
    have hs : √(X ^ 2 + 4 * c ^ 2) ^ 2 = X ^ 2 + 4 * c ^ 2 := Real.sq_sqrt (by positivity)
    have hc2 : 0 < c ^ 2 := by positivity
    -- the root exceeds the magnitude of the fixed charge, so both concentrations are positive
    have hX := abs_lt_of_sq_lt_sq' (a := X) (b := √(X ^ 2 + 4 * c ^ 2))
      (by rw [hs]; linarith) (Real.sqrt_nonneg _)
    refine ⟨by linarith [hX.1], by linarith [hX.2], ?_, by linarith⟩
    rw [hp, hn]
    linear_combination hs / 4

/-- Donnan exclusion: the co-ion concentration lies below `c²/X`, and by less than `c⁴/X³`. -/
theorem coIon_bounds {X c p n : ℝ} (hX : 0 < X) (h : IsDonnan X c p n) :
    c ^ 2 / X - c ^ 4 / X ^ 3 < n ∧ n < c ^ 2 / X := by
  have hn := h.n_pos
  have hm : n * (n + X) = c ^ 2 := by
    rw [← h.mass_action, h.neutral]; ring
  have hlt : n < c ^ 2 / X := by
    rw [lt_div_iff₀ hX]
    nlinarith [mul_pos hn hn]
  refine ⟨?_, hlt⟩
  -- reinsert the upper bound into the mass-action law
  have hsq : n ^ 2 < (c ^ 2 / X) ^ 2 := by gcongr
  have hfix : c ^ 2 / X - n ^ 2 / X = n := by
    rw [← sub_div, div_eq_iff hX.ne']
    linear_combination -hm
  calc c ^ 2 / X - c ^ 4 / X ^ 3 = c ^ 2 / X - (c ^ 2 / X) ^ 2 / X := by ring
    _ < c ^ 2 / X - n ^ 2 / X := by gcongr
    _ = n := hfix

/-- For positive fixed charge and reservoir salt there is exactly one Donnan equilibrium. Its
co-ion concentration is below `c²/X`, and its osmotic excess is `√(X² + 4c²) - 2c`, strictly
between `0` and `X`. -/
theorem donnan_equilibrium {X c : ℝ} (hX : 0 < X) (hc : 0 < c) :
    (∃! q : ℝ × ℝ, IsDonnan X c q.1 q.2) ∧
      ∀ p n, IsDonnan X c p n →
        n < c ^ 2 / X ∧
        osmoticExcess c p n = √(X ^ 2 + 4 * c ^ 2) - 2 * c ∧
        0 < osmoticExcess c p n ∧ osmoticExcess c p n < X := by
  constructor
  · refine ⟨((√(X ^ 2 + 4 * c ^ 2) + X) / 2, (√(X ^ 2 + 4 * c ^ 2) - X) / 2),
      (isDonnan_iff hc).2 ⟨rfl, rfl⟩, ?_⟩
    intro q hq
    obtain ⟨h1, h2⟩ := (isDonnan_iff hc).1 hq
    exact Prod.ext h1 h2
  · intro p n h
    have hp := h.p_pos
    have hn := h.n_pos
    have he := h.neutral
    have hX2 : 0 < X ^ 2 := by positivity
    obtain ⟨h1, h2⟩ := (isDonnan_iff hc).1 h
    -- more ions inside than in the reservoir
    have hlow := (abs_lt_of_sq_lt_sq' (a := 2 * c) (b := p + n)
      (by rw [total_sq h]; linarith [mul_pow 2 c 2]) (by linarith)).2
    -- fewer co-ions inside than in the reservoir
    have hnc := (abs_lt_of_sq_lt_sq' (a := n) (b := c)
      (by rw [← h.mass_action, he]; nlinarith [mul_pos hX hn]) hc.le).2
    unfold osmoticExcess
    exact ⟨(coIon_bounds hX h).2, by linarith, by linarith, by linarith⟩

/-- The osmotic excess is larger than `X - 2c` and smaller than `X²/(4c)`. -/
theorem osmoticExcess_regimes {X c p n : ℝ} (hX : 0 < X) (hc : 0 < c)
    (h : IsDonnan X c p n) :
    X - 2 * c < osmoticExcess c p n ∧ osmoticExcess c p n < X ^ 2 / (4 * c) := by
  have hpos := ((donnan_equilibrium hX hc).2 p n h).2.2.1
  have hn := h.n_pos
  have he := h.neutral
  have ht := total_sq h
  unfold osmoticExcess at hpos ⊢
  refine ⟨by linarith, ?_⟩
  rw [lt_div_iff₀ (by positivity)]
  -- the difference of the two sides is the square of the excess
  nlinarith [mul_pos hpos hpos]

/-- Boltzmann-distributed ions at the reduced potential `φ` are in Donnan equilibrium exactly when
`φ = -arsinh (X / 2c)`. -/
theorem donnan_potential {X c φ : ℝ} (hc : 0 < c) :
    IsDonnan X c (c * Real.exp (-φ)) (c * Real.exp φ) ↔
      φ = -Real.arsinh (X / (2 * c)) := by
  have hs : Real.sinh (-φ) = (Real.exp (-φ) - Real.exp φ) / 2 := by
    rw [Real.sinh_eq, neg_neg]
  have h2c : 2 * c ≠ 0 := by positivity
  constructor
  · intro h
    -- electroneutrality fixes the hyperbolic sine of the potential
    have hφ : Real.sinh (-φ) = X / (2 * c) := by
      rw [hs, div_eq_div_iff two_ne_zero h2c]
      linear_combination 2 * h.neutral
    rw [← hφ, Real.arsinh_sinh, neg_neg]
  · intro h
    have hφ : Real.sinh (-φ) = X / (2 * c) := by
      rw [h, neg_neg, Real.sinh_arsinh]
    rw [hs, div_eq_div_iff two_ne_zero h2c] at hφ
    have hexp : Real.exp (-φ) * Real.exp φ = 1 := by
      rw [← Real.exp_add, neg_add_cancel, Real.exp_zero]
    exact ⟨by positivity, by positivity, by linear_combination c ^ 2 * hexp,
      by linear_combination hφ / 2⟩

end

end DonnanEquilibrium
```

```lean
#print axioms DonnanEquilibrium.donnan_equilibrium
-- 'DonnanEquilibrium.donnan_equilibrium' depends on axioms: [propext, Classical.choice, Quot.sound]
#print axioms DonnanEquilibrium.osmoticExcess_regimes
-- 'DonnanEquilibrium.osmoticExcess_regimes' depends on axioms: [propext, Classical.choice, Quot.sound]
#print axioms DonnanEquilibrium.donnan_potential
-- 'DonnanEquilibrium.donnan_potential' depends on axioms: [propext, Classical.choice, Quot.sound]
```

## How the proof follows the algebra

`total_sq` proves the sum identity. Its `linear_combination` multiplies neutrality by $p-n+X$, producing $(p-n)^2-X^2$, and adds four times mass action.

In `isDonnan_iff`, the forward direction identifies the square root with $p+n$ and solves the two linear equations. The reverse direction uses `abs_lt_of_sq_lt_sq'` to obtain $-S<X<S$, which gives both positivity conditions.

`coIon_bounds` first proves the upper bound with `nlinarith`, using $n^2>0$. The identity `hfix` is $n=c^2/X-n^2/X$, and the `calc` block inserts the squared upper bound.

`donnan_equilibrium` takes existence and uniqueness from the closed formulas. Two comparisons of squares give $2c<p+n$ and $n<c$; `linarith` turns them into the bounds on $\Pi$. In `osmoticExcess_regimes`, the last `nlinarith` uses $\Pi^2>0$, since $X^2-4c\Pi=\Pi^2$.

`donnan_potential` translates neutrality into a value of $\sinh(-\varphi)$ and inverts it with `Real.arsinh_sinh`. For the converse, `Real.sinh_arsinh` recovers neutrality, and $e^{-\varphi}e^{\varphi}=1$ supplies mass action.
